# Time Reversal Keeps or Doubles Each Symmetry-Orbit Weight on a Finite k-Set

Let $K$ be a finite set of k points and let $G$ be a group of symmetry operations acting on it. The action of $g\in G$ on $q\in K$ is written $gq$, and the orbit of $k\in K$ is $Gk=\{gk: g\in G\}$. Time reversal is represented by a map $\tau:K\to K$ with two properties:

$$\tau(\tau q)=q,\qquad \tau(gq)=g(\tau q).$$

The merged orbit $M(k)$ consists of all points reachable from $k$ by finitely many applications of elements of $G$ and of $\tau$, in any order. The weight of a set $S\subseteq K$ is $w(S)=|S|/|K|$, so the whole of $K$ has weight one.

## Either one orbit or two equal ones

The claim is that $M(k)$ is either $Gk$ itself or the disjoint union of $Gk$ and $G(\tau k)$, which have equally many points. Consequently $w(M(k))$ is $w(Gk)$ or $2w(Gk)$, and it is $w(Gk)$ exactly when $gk=\tau k$ for some $g\in G$.

**Equal sizes.** Since $\tau(gk)=g(\tau k)$, the map $\tau$ carries $Gk$ onto $G(\tau k)$. It is its own inverse, hence injective, so $|G(\tau k)|=|Gk|$.

**The union.** The set $U=Gk\cup G(\tau k)$ contains $k$. It is closed under every $h\in G$, because $h(gk)=(hg)k$ and $h(g\,\tau k)=(hg)\tau k$. It is closed under $\tau$, because $\tau(gk)=g\,\tau k$ and $\tau(g\,\tau k)=g\,\tau(\tau k)=gk$. Hence $M(k)\subseteq U$. Conversely, $gk$ is reached by one symmetry operation, and $g\,\tau k$ by one reversal followed by one symmetry operation. Hence $M(k)=U$.

**The alternative.** If $\tau k\in Gk$, the two orbits coincide and $M(k)=Gk$. If $\tau k\notin Gk$, they are disjoint: a common point $ak=b\,\tau k$ would give $\tau k=(b^{-1}a)k\in Gk$. In that case $|M(k)|=2|Gk|$.

**The weights.** Dividing by $|K|$ gives the factor one or two. Since $k\in Gk$, the weight $w(Gk)$ is positive and differs from its double, which yields the criterion.

In a non-interacting band calculation that averages a quantity over $K$ with equal weight for every point, this rule gives the weight of a representative k point of each merged orbit, provided the quantity is invariant under both $G$ and $\tau$.

The same argument counts representatives. Time reversal permutes the $G$-orbits, fixing some and exchanging the others in pairs. If there are $N$ orbits and $N_0$ of them are fixed, then $N_0+(N-N_0)/2=(N+N_0)/2$ merged orbits remain. This count is argued by hand only.

## Seven points and a threefold group

Take $K=\{0,\dots,6\}$ with arithmetic modulo 7, $G=\{1,2,4\}$ acting by multiplication, and $\tau k=-k$. The elements of $G$ are the residues whose cube is one. This is not a mesh on a line, where the only point operations are $k\mapsto\pm k$; it is the set of seven k points, modulo reciprocal lattice vectors, commensurate with a $\sqrt7\times\sqrt7$ supercell of a two-dimensional hexagonal lattice, on which the threefold rotations act as multiplication by $1$, $2$ and $4$. The orbits are $\{0\}$, $\{1,2,4\}$ and $\{3,5,6\}$.

Since $-1=6$ is not in $\{1,2,4\}$, the merged orbit of $1$ is $\{1,\dots,6\}$, and its weight rises from $3/7$ to $6/7$. The point $0$ keeps its weight $1/7$. Here $N=3$ and $N_0=1$, which leaves two merged orbits.

## The definitions in Lean

```lean
import Mathlib

open MulAction

namespace TimeReversalReduction

noncomputable section
```

The merged orbit is built from single steps, so its form as a union of two orbits has to be proved.

```lean
/-- The k points that can be reached from `k` by repeated use of the symmetry operations
in `G` and of the time-reversal map `τ`. -/
inductive Reachable (G : Type*) {K : Type*} [Group G] [MulAction G K] (τ : K → K) (k : K) :
    K → Prop
  | start : Reachable G τ k k
  | rotate (g : G) {q : K} : Reachable G τ k q → Reachable G τ k (g • q)
  | reverse {q : K} : Reachable G τ k q → Reachable G τ k (τ q)
```

`Reachable G τ k q` says that $q$ can be reached from $k$. The constructor `start` supplies $k$, `rotate` applies a group element, and `reverse` applies $\tau$. Here `τ` is any map on k points; antiunitary operators, Bloch states and band energies do not enter.

```lean
/-- The merged orbit of `k` under the symmetry group and time reversal together. -/
def mergedOrbit (G : Type*) {K : Type*} [Group G] [MulAction G K] (τ : K → K) (k : K) : Set K :=
  {q | Reachable G τ k q}

/-- The sampling weight of a set of k points: its share of the points of the full k-set. -/
def weight {K : Type*} (S : Set K) : ℚ := (S.ncard : ℚ) / (Nat.card K : ℚ)
```

The weight is an exact rational number: `S.ncard` counts the points of `S`, and `Nat.card K` those of the full set.

## The orbit of the reversed point

```lean
variable {G K : Type*} [Group G] [MulAction G K] {τ : K → K}

/-- Time reversal maps the symmetry orbit of `k` onto the symmetry orbit of `τ k`. -/
theorem image_orbit (hc : ∀ (g : G) (q : K), τ (g • q) = g • τ q) (k : K) :
    τ '' orbit G k = orbit G (τ k) := by
  ext q
  constructor
  · rintro ⟨_, ⟨g, rfl⟩, rfl⟩
    exact ⟨g, (hc g k).symm⟩
  · rintro ⟨g, rfl⟩
    exact ⟨g • k, ⟨g, rfl⟩, hc g k⟩
```

The hypothesis `hc` is the commutation rule. Physically, it says that reversing a wave vector and then applying a spatial operation gives the same result as the opposite order. The two halves of the proof are the two inclusions between $\tau(Gk)$ and $G(\tau k)$.

```lean
/-- The merged orbit of `k` is the union of the symmetry orbits of `k` and of `τ k`. -/
theorem mergedOrbit_eq_union (hτ : Function.Involutive τ)
    (hc : ∀ (g : G) (q : K), τ (g • q) = g • τ q) (k : K) :
    mergedOrbit G τ k = orbit G k ∪ orbit G (τ k) := by
  ext q
  constructor
  · intro (h : Reachable G τ k q)
    -- the union contains `k` and is closed under both kinds of step
    induction h with
    | start => exact Or.inl (mem_orbit_self k)
    | rotate g _ ih =>
      rcases ih with ⟨a, rfl⟩ | ⟨a, rfl⟩
      · exact Or.inl ⟨g * a, mul_smul g a k⟩
      · exact Or.inr ⟨g * a, mul_smul g a (τ k)⟩
    | reverse _ ih =>
      rcases ih with ⟨a, rfl⟩ | ⟨a, rfl⟩
      · exact Or.inr ⟨a, (hc a k).symm⟩
      · exact Or.inl ⟨a, by simp [hc, hτ k]⟩
  · rintro (⟨g, rfl⟩ | ⟨g, rfl⟩)
    · exact Reachable.rotate g Reachable.start
    · exact Reachable.rotate g (Reachable.reverse Reachable.start)
```

The hypothesis `hτ` says that two reversals return every k point to itself. The induction on `h` checks the closure of $U$: its cases are the starting point, a symmetry step and a reversal, and each step treats both orbits. The last lines construct the short paths needed for the reverse inclusion. No finiteness is used here.

## Dichotomy and weights

```lean
/-- A merged orbit is either the single symmetry orbit of `k`, or the disjoint union of the
symmetry orbits of `k` and `τ k`, which have equal size, so that it has twice as many points. -/
theorem mergedOrbit_dichotomy [Finite K] (hτ : Function.Involutive τ)
    (hc : ∀ (g : G) (q : K), τ (g • q) = g • τ q) (k : K) :
    (τ k ∈ orbit G k ∧ mergedOrbit G τ k = orbit G k) ∨
    (τ k ∉ orbit G k ∧ mergedOrbit G τ k = orbit G k ∪ orbit G (τ k) ∧
      Disjoint (orbit G k) (orbit G (τ k)) ∧
      (orbit G (τ k)).ncard = (orbit G k).ncard ∧
      (mergedOrbit G τ k).ncard = 2 * (orbit G k).ncard) := by
  have hU := mergedOrbit_eq_union hτ hc k
  by_cases h : τ k ∈ orbit G k
  · left
    refine ⟨h, ?_⟩
    rw [hU, orbit_eq_iff.mpr h, Set.union_self]
  · right
    -- a common point would force the two orbits to coincide
    have hd : Disjoint (orbit G k) (orbit G (τ k)) := by
      rw [Set.disjoint_left]
      intro q h1 h2
      exact h (orbit_eq_iff.mp ((orbit_eq_iff.mpr h2).symm.trans (orbit_eq_iff.mpr h1)))
    -- time reversal is a bijection between them
    have hn : (orbit G (τ k)).ncard = (orbit G k).ncard := by
      rw [← image_orbit hc k, Set.ncard_image_of_injective _ hτ.injective]
    refine ⟨h, hU, hd, hn, ?_⟩
    rw [hU, Set.ncard_union_eq hd (Set.toFinite _) (Set.toFinite _), hn]
    ring
```

The statement has two branches, distinguished by whether $\tau k$ lies in $Gk$. `[Finite K]` makes the set of k points finite, while `G` may be infinite. The proof splits on that membership. `orbit_eq_iff` turns membership in an orbit into equality of orbits, which merges them in the first branch and excludes a common point in the second. Injectivity of `τ` gives `hn`, and the sizes of the disjoint sets then add.

```lean
/-- The merged weight equals the symmetry-orbit weight if `τ k` lies in the symmetry orbit
of `k`, and is twice that weight otherwise. -/
theorem merged_weight [Finite K] (hτ : Function.Involutive τ)
    (hc : ∀ (g : G) (q : K), τ (g • q) = g • τ q) (k : K) :
    (τ k ∈ orbit G k → weight (mergedOrbit G τ k) = weight (orbit G k)) ∧
    (τ k ∉ orbit G k → weight (mergedOrbit G τ k) = 2 * weight (orbit G k)) := by
  rcases mergedOrbit_dichotomy hτ hc k with ⟨h, he⟩ | ⟨h, _, _, _, hn⟩
  · exact ⟨fun _ => by rw [he], fun h' => absurd h h'⟩
  · refine ⟨fun h' => absurd h' h, fun _ => ?_⟩
    unfold weight
    rw [hn]
    push_cast
    ring
```

Each branch of the dichotomy settles one implication and contradicts the premise of the other. In the second branch the doubled count is divided by $|K|$.

```lean
/-- Merging by time reversal leaves the weight of `k` unchanged exactly when some symmetry
operation already sends `k` to `τ k`. -/
theorem weight_stays_iff [Finite K] (hτ : Function.Involutive τ)
    (hc : ∀ (g : G) (q : K), τ (g • q) = g • τ q) (k : K) :
    weight (mergedOrbit G τ k) = weight (orbit G k) ↔ ∃ g : G, g • k = τ k := by
  constructor
  · intro hw
    by_contra hne
    have h2 := (merged_weight hτ hc k).2 (fun ⟨g, hg⟩ => hne ⟨g, hg⟩)
    -- an orbit has positive weight, so doubling changes it
    have hpos : 0 < weight (orbit G k) := by
      have : Nonempty K := ⟨k⟩
      have h3 : 0 < (orbit G k).ncard :=
        (Set.ncard_pos (Set.toFinite _)).mpr ⟨k, mem_orbit_self k⟩
      have h4 : 0 < Nat.card K := Nat.card_pos
      unfold weight
      exact div_pos (by exact_mod_cast h3) (by exact_mod_cast h4)
    linarith
  · rintro ⟨g, hg⟩
    exact (merged_weight hτ hc k).1 ⟨g, hg⟩
```

For the forward direction, suppose that no operation sends $k$ to $\tau k$. The weight then doubles, and `linarith` finds the contradiction between $w=2w$ and `hpos`, which states $w>0$. The reverse direction is the first half of `merged_weight`.

## Wave vectors on an additive grid

```lean
/-- On a finite additive k grid with a linearly acting point group and time reversal
`k ↦ -k`, the weight of `k` is unchanged exactly when some operation sends `k` to `-k`. -/
theorem grid_weight_stays_iff {P A : Type*} [Group P] [AddCommGroup A] [DistribMulAction P A]
    [Finite A] (k : A) :
    weight (mergedOrbit P (fun q : A => -q) k) = weight (orbit P k) ↔ ∃ g : P, g • k = -k :=
  weight_stays_iff (fun q => neg_neg q) (fun g q => (smul_neg g q).symm) k
```

Here `A` is a finite additive group, such as an unshifted mesh modulo reciprocal lattice vectors, so $gk=-k$ is an equality modulo those vectors. `DistribMulAction` says that the point group `P` maps the mesh to itself and respects addition. This gives $g(-q)=-(gq)$, the required commutation rule. A shifted mesh need not be a group, but the general theorem applies to it if it is closed under the operations and under reversal.

```lean
/-- The group of units modulo 7 whose cube is one. -/
def threefold : Subgroup (ZMod 7)ˣ := (powMonoidHom 3 : (ZMod 7)ˣ →* (ZMod 7)ˣ).ker
```

`threefold` is the kernel of the cubing map on the invertible residues modulo 7, which is the group $\{1,2,4\}$ found above.

```lean
/-- On the seven-point grid with the group `threefold` and time reversal `k ↦ -k`, the weight
of the point `1` doubles and the weight of the point `0` stays. -/
theorem threefold_witness :
    weight (mergedOrbit threefold (fun q : ZMod 7 => -q) 1)
      = 2 * weight (orbit threefold (1 : ZMod 7)) ∧
    weight (mergedOrbit threefold (fun q : ZMod 7 => -q) 0)
      = weight (orbit threefold (0 : ZMod 7)) := by
  constructor
  · refine (merged_weight (fun q => neg_neg q) (fun g q => (smul_neg g q).symm) 1).2 ?_
    rintro ⟨g, hg⟩
    have h : (g : (ZMod 7)ˣ) ^ 3 = 1 := g.2
    have h3 : ((g : (ZMod 7)ˣ) : ZMod 7) ^ 3 = 1 := by
      rw [← Units.val_pow_eq_pow_val, h, Units.val_one]
    have h1 : ((g : (ZMod 7)ˣ) : ZMod 7) = -1 := by
      have h2 : ((g : (ZMod 7)ˣ) : ZMod 7) * 1 = -1 := hg
      rwa [mul_one] at h2
    -- the only candidate is `-1`, whose cube is not one
    rw [h1] at h3
    exact absurd h3 (by decide)
  · exact (grid_weight_stays_iff (P := threefold) (0 : ZMod 7)).mpr ⟨1, by simp⟩

end

end TimeReversalReduction
```

The theorem states the factors two and one for the points $1$ and $0$. For the point $1$, an operation with $g\cdot1=-1$ would have to be $g=-1$; its cube is $-1\ne1$ modulo 7, which `decide` verifies. For the point $0$, the identity already sends $0$ to $-0$.

```lean
#print axioms TimeReversalReduction.grid_weight_stays_iff
-- 'TimeReversalReduction.grid_weight_stays_iff' depends on axioms: [propext, Classical.choice, Quot.sound]
```
